# Van Hove densities of states at three-dimensional quadratic critical points

## Energies, wavevectors and counts

Measure the energy $E$ from the critical energy, and the wavevector from the critical point. Take the wavevector components along the principal axes of the quadratic dispersion, whose three coefficients are assumed nonzero, and rescale them so that the dispersion is $\pm|w|^2\pm z^2$, where the complex number $w$ holds two components whose coefficients have the same sign, called transverse, and the real number $z$ is the remaining, longitudinal one. Among three nonzero coefficients there are always two of the same sign. The density of states is the derivative $dN/dE$ of a wavevector-space volume $N(E)$; spin, the factor $(2\pi)^{-3}$ and the Jacobian of the rescaling are left out.

The critical point and its exactly quadratic dispersion are assumed: nothing here shows that a crystal band must have such points. For non-interacting electrons with a constant optical matrix element, the same shapes, with $E$ read as an interband energy difference, describe the edges and kinks of the joint density of states that enters the absorption.

```lean
import Mathlib

open MeasureTheory Real

namespace VanHove

noncomputable section
```

The area of a transverse slice is its Lebesgue measure in the complex plane, converted to a real number.

```lean
/-- Area of a region in the plane of transverse wavevectors. -/
def area (S : Set ℂ) : ℝ := (volume S).toReal
```

At the minimum M0, $N_0(E)$ is the volume where $|w|^2+z^2\le E$, found by integrating slice areas over $z$.

```lean
/-- Volume of the states with energy at most `E` for the minimum `|w|² + z²`. -/
def countM0 (E : ℝ) : ℝ := ∫ z : ℝ, area {w : ℂ | ‖w‖ ^ 2 + z ^ 2 ≤ E}
```

At the saddle M1 the surface $|w|^2-z^2=E$ is open, so $z$ is restricted to $[-Z,Z]$. The cutoff $Z$ stands for the distance at which the quadratic form gives way to the rest of the band.

```lean
/-- Volume of the states with energy at most `E` for the saddle `|w|² - z²`,
with `z` running from `-Z` to `Z`. -/
def countM1 (Z E : ℝ) : ℝ := ∫ z in (-Z)..Z, area {w : ℂ | ‖w‖ ^ 2 - z ^ 2 ≤ E}
```

At the saddle M2 the states below $E$ extend without limit in $w$. The count therefore starts from a fixed volume $V$, standing for the finite region of wavevectors considered, and subtracts the states at or above $E$.

```lean
/-- A total volume `V` less the volume of the states with energy at least `E` for the
saddle `z² - |w|²`, with `z` running from `-Z` to `Z`. -/
def countM2 (V Z E : ℝ) : ℝ := V - ∫ z in (-Z)..Z, area {w : ℂ | E ≤ z ^ 2 - ‖w‖ ^ 2}
```

The maximum M3 is treated in the same way, without a cutoff. In both cases $V$ is an arbitrary real constant, and it drops out of the derivative.

```lean
/-- A total volume `V` less the volume of the states with energy at least `E` for the
maximum `-|w|² - z²`. -/
def countM3 (V E : ℝ) : ℝ := V - ∫ z : ℝ, area {w : ℂ | E ≤ -‖w‖ ^ 2 - z ^ 2}
```

## Volumes from slice areas

The slice $|w|^2\le r$ is empty for $r<0$ and a disc of radius $\sqrt r$ for $r\ge0$. Its area is $\pi\max(r,0)$, and the proof treats the two cases separately.

```lean
/-- The slice `|w|² ≤ r` has area `π max(r, 0)`. -/
theorem area_disc (r : ℝ) : area {w : ℂ | ‖w‖ ^ 2 ≤ r} = π * max r 0 := by
  rcases lt_or_ge r 0 with hr | hr
  · have h : {w : ℂ | ‖w‖ ^ 2 ≤ r} = ∅ := by
      ext w
      simp only [Set.mem_ofPred_eq, Set.mem_empty_iff_false, iff_false, not_le]
      linarith [sq_nonneg ‖w‖]
    simp [area, h, max_eq_right hr.le]
  · have h : {w : ℂ | ‖w‖ ^ 2 ≤ r} = Metric.closedBall 0 (√r) := by
      ext w
      simp only [Set.mem_ofPred_eq, mem_closedBall_zero_iff]
      have h2 := pow_le_pow_iff_left₀ (norm_nonneg w) (Real.sqrt_nonneg r) two_ne_zero
      rwa [Real.sq_sqrt hr] at h2
    rw [area, h, Complex.volume_closedBall, max_eq_left hr, ENNReal.toReal_mul,
      ENNReal.toReal_pow, ENNReal.toReal_ofReal (Real.sqrt_nonneg r), Real.sq_sqrt hr,
      ENNReal.coe_toReal, NNReal.coe_real_pi, mul_comm]
```

With $r=E-z^2$ this gives
$$N_0(E)=\pi\int_{-\infty}^{\infty}\max(E-z^2,0)\,dz.$$

```lean
/-- The volume at a minimum as an integral of slice areas. -/
theorem countM0_eq (E : ℝ) : countM0 E = π * ∫ z : ℝ, max (E - z ^ 2) 0 := by
  have h : ∀ z : ℝ, area {w : ℂ | ‖w‖ ^ 2 + z ^ 2 ≤ E} = π * max (E - z ^ 2) 0 := by
    intro z
    rw [← area_disc]
    simp only [le_sub_iff_add_le]
  simp only [countM0, h, integral_const_mul]
```

With $r=E+z^2$ it gives
$$N_1(E)=\pi\int_{-Z}^{Z}\max(E+z^2,0)\,dz.$$

```lean
/-- The volume at the saddle `|w|² - z²` as an integral of slice areas. -/
theorem countM1_eq (Z E : ℝ) :
    countM1 Z E = π * ∫ z in (-Z)..Z, max (E + z ^ 2) 0 := by
  have h : ∀ z : ℝ, area {w : ℂ | ‖w‖ ^ 2 - z ^ 2 ≤ E} = π * max (E + z ^ 2) 0 := by
    intro z
    rw [← area_disc]
    simp only [sub_le_iff_le_add]
  simp only [countM1, h, intervalIntegral.integral_const_mul]
```

The integrand of $N_0$ is nonzero only where $z^2<E$. If $E\le Z^2$, these points lie between $-Z$ and $Z$, and the integral over the line equals the one over $[-Z,Z]$.

```lean
/-- For `Z ≥ 0` and `E ≤ Z²`, the integral of `max(E - z², 0)` from `-Z` to `Z` equals its integral
over the whole line. -/
theorem integral_cutoff {Z E : ℝ} (hZ : 0 ≤ Z) (hE : E ≤ Z ^ 2) :
    ∫ z in (-Z)..Z, max (E - z ^ 2) 0 = ∫ z : ℝ, max (E - z ^ 2) 0 := by
  apply intervalIntegral.integral_eq_integral_of_support_subset
  intro z hz
  have hz' : z ^ 2 < E := by
    by_contra h
    have h0 : max (E - z ^ 2) 0 = 0 := max_eq_right (by linarith)
    exact hz h0
  have h := abs_lt_of_sq_lt_sq' (lt_of_lt_of_le hz' hE) hZ
  exact ⟨h.1, h.2.le⟩
```

For $E\ge0$, take $Z=\sqrt E$. The maximum is then $E-z^2$ throughout the interval, and
$$N_0(E)=\pi\left(2E^{3/2}-\tfrac23E^{3/2}\right)=\tfrac43\pi E^{3/2}.$$

```lean
/-- At a minimum the enclosed volume is that of a ball of radius `√E`. -/
theorem countM0_ball {E : ℝ} (hE : 0 ≤ E) : countM0 E = 4 / 3 * π * √E ^ 3 := by
  have hs := Real.sq_sqrt hE
  have h0 := Real.sqrt_nonneg E
  have h : ∫ z in (-√E)..√E, max (E - z ^ 2) 0 = ∫ z in (-√E)..√E, (E - z ^ 2) := by
    apply intervalIntegral.integral_congr
    intro z hz
    rw [Set.uIcc_of_le (by linarith)] at hz
    have h1 : 0 ≤ (√E - z) * (√E + z) :=
      mul_nonneg (by linarith [hz.2]) (by linarith [hz.1])
    exact max_eq_left (by nlinarith)
  have i1 : IntervalIntegrable (fun _ : ℝ => E) volume (-√E) (√E) :=
    continuous_const.intervalIntegrable _ _
  have i2 : IntervalIntegrable (fun z : ℝ => z ^ 2) volume (-√E) (√E) :=
    (continuous_pow 2).intervalIntegrable _ _
  rw [countM0_eq, ← integral_cutoff h0 hs.ge, h, intervalIntegral.integral_sub i1 i2,
    intervalIntegral.integral_const, integral_pow]
  simp only [smul_eq_mul]
  push_cast
  linear_combination (-2 * π * √E) * hs
```

For the saddle, put $a=E+z^2$ in $\max(a,0)=a+\max(-a,0)$ and integrate. The first term gives $2ZE+\tfrac23Z^3$. For $E\ge-Z^2$ the second is the integral of a minimum at energy $-E\le Z^2$, so
$$N_1(E)=\pi\left(2ZE+\tfrac23Z^3\right)+N_0(-E).$$
The singular part of the saddle is thus a reflected minimum on a linear background.

```lean
/-- For `Z ≥ 0` and `E ≥ -Z²`, the saddle volume is a linear function of energy plus the volume of a
minimum at the reflected energy. -/
theorem countM1_eq_reflected {Z E : ℝ} (hZ : 0 ≤ Z) (hE : -Z ^ 2 ≤ E) :
    countM1 Z E = π * (2 * Z * E + 2 / 3 * Z ^ 3) + countM0 (-E) := by
  have h : ∀ z : ℝ, max (E + z ^ 2) 0 = (E + z ^ 2) + max (-E - z ^ 2) 0 := by
    intro z
    rcases le_total 0 (E + z ^ 2) with h | h
    · rw [max_eq_left h, max_eq_right (by linarith)]
      ring
    · rw [max_eq_right h, max_eq_left (by linarith)]
      ring
  have i1 : IntervalIntegrable (fun _ : ℝ => E) volume (-Z) Z :=
    continuous_const.intervalIntegrable _ _
  have i2 : IntervalIntegrable (fun z : ℝ => z ^ 2) volume (-Z) Z :=
    (continuous_pow 2).intervalIntegrable _ _
  have c3 : Continuous (fun z : ℝ => max (-E - z ^ 2) 0) := by fun_prop
  rw [countM1_eq, countM0_eq, ← integral_cutoff hZ (by linarith : -E ≤ Z ^ 2)]
  simp only [h]
  rw [intervalIntegral.integral_add (i1.add i2) (c3.intervalIntegrable _ _),
    intervalIntegral.integral_add i1 i2, intervalIntegral.integral_const, integral_pow]
  simp only [smul_eq_mul]
  push_cast
  ring
```

## Densities of states

In Lean, `HasDerivAt f d E` says that `f` is differentiable at `E` with derivative `d`. By the chain rule, $\frac{d}{dE}f(-E)=-f'(-E)$.

```lean
/-- Reflecting the energy axis reverses the sign of a derivative. -/
theorem hasDerivAt_reflect {f : ℝ → ℝ} {d E : ℝ} (h : HasDerivAt f d (-E)) :
    HasDerivAt (fun x => f (-x)) (-d) E :=
  (h.comp E (hasDerivAt_neg E)).congr_deriv (by ring)
```

For $E<0$, $N_0$ vanishes near $E$ and its derivative is zero. For $E>0$,
$$N_0'(E)=\tfrac43\pi\cdot3E\cdot\frac1{2\sqrt E}=2\pi\sqrt E.$$
Since a derivative depends only on nearby values, `congr_of_eventuallyEq` lets the proof differentiate the explicit formula in place of the integral. The critical energy $E=0$ is left out in this theorem and the three that follow.

```lean
/-- Density of states at a minimum: zero below the edge, `2π√E` above it. -/
theorem van_hove_M0 (E : ℝ) :
    (E < 0 → HasDerivAt countM0 0 E) ∧
    (0 < E → HasDerivAt countM0 (2 * π * √E) E) := by
  constructor
  · intro hE
    refine (hasDerivAt_const E (0 : ℝ)).congr_of_eventuallyEq ?_
    filter_upwards [Iio_mem_nhds hE] with x hx
    have h : ∀ z : ℝ, max (x - z ^ 2) 0 = 0 := fun z =>
      max_eq_right (by linarith [sq_nonneg z, Set.mem_Iio.1 hx])
    simp [countM0_eq, h]
  · intro hE
    have h := ((Real.hasDerivAt_sqrt hE.ne').fun_pow 3).const_mul (4 / 3 * π)
    refine (h.congr_of_eventuallyEq ?_).congr_deriv ?_
    · filter_upwards [Ioi_mem_nhds hE] with x hx
      exact countM0_ball (Set.mem_Ioi.1 hx).le
    · have hs : √E ≠ 0 := (Real.sqrt_pos.2 hE).ne'
      have e : √E * (1 / (2 * √E)) = 1 / 2 := by field_simp
      show 4 / 3 * π * (((3 : ℕ) : ℝ) * √E ^ 2 * (1 / (2 * √E))) = _
      push_cast
      linear_combination (4 * π * √E) * e
```

For $E>-Z^2$ and $E\neq0$, the saddle formula gives $N_1'(E)=2\pi Z-N_0'(-E)$, which is the step `key`. Hence
$$N_1'(E)=\begin{cases}2\pi\left(Z-\sqrt{-E}\right),&-Z^2<E<0,\\2\pi Z,&E>0.\end{cases}$$
The constant depends on the cutoff; the square-root term does not.

```lean
/-- Density of states at the saddle `|w|² - z²` with cutoff `Z > 0`: `2π(Z - √(-E))` for `-Z² < E <
0` and the constant `2πZ` for `E > 0`. -/
theorem van_hove_M1 {Z : ℝ} (hZ : 0 < Z) (E : ℝ) :
    (-Z ^ 2 < E → E < 0 → HasDerivAt (countM1 Z) (2 * π * (Z - √(-E))) E) ∧
    (0 < E → HasDerivAt (countM1 Z) (2 * π * Z) E) := by
  -- a linear background plus the reflected minimum
  have key : ∀ d : ℝ, -Z ^ 2 < E → HasDerivAt countM0 d (-E) →
      HasDerivAt (countM1 Z) (π * (2 * Z) + -d) E := by
    intro d hE hd
    have hp : HasDerivAt (fun x : ℝ => π * (2 * Z * x + 2 / 3 * Z ^ 3)) (π * (2 * Z)) E :=
      ((((hasDerivAt_id' E).const_mul (2 * Z)).add_const (2 / 3 * Z ^ 3)).const_mul
        π).congr_deriv (by ring)
    refine (hp.fun_add (hasDerivAt_reflect hd)).congr_of_eventuallyEq ?_
    filter_upwards [Ioi_mem_nhds hE] with x hx
    exact countM1_eq_reflected hZ.le (Set.mem_Ioi.1 hx).le
  constructor
  · intro h1 h2
    exact (key _ h1 ((van_hove_M0 (-E)).2 (by linarith))).congr_deriv (by ring)
  · intro h
    exact (key _ (by linarith [sq_nonneg Z])
      ((van_hove_M0 (-E)).1 (by linarith))).congr_deriv (by ring)
```

The condition $E\le z^2-|w|^2$ is the same as $|w|^2-z^2\le-E$. So $N_2(E)=V-N_1(-E)$ and $N_2'(E)=N_1'(-E)$, which is $2\pi Z$ for $E<0$ and $2\pi(Z-\sqrt E)$ for $0<E<Z^2$.

```lean
/-- Density of states at the saddle `z² - |w|²` with cutoff `Z > 0`: the constant `2πZ` for `E < 0`
and `2π(Z - √E)` for `0 < E < Z²`. -/
theorem van_hove_M2 (V : ℝ) {Z : ℝ} (hZ : 0 < Z) (E : ℝ) :
    (E < 0 → HasDerivAt (countM2 V Z) (2 * π * Z) E) ∧
    (0 < E → E < Z ^ 2 → HasDerivAt (countM2 V Z) (2 * π * (Z - √E)) E) := by
  have hf : countM2 V Z = fun x => V - countM1 Z (-x) := by
    funext x
    have h : ∀ z : ℝ, {w : ℂ | x ≤ z ^ 2 - ‖w‖ ^ 2} = {w : ℂ | ‖w‖ ^ 2 - z ^ 2 ≤ -x} := by
      intro z
      ext w
      simp only [Set.mem_ofPred_eq]
      constructor <;> intro h <;> linarith
    simp only [countM2, countM1, h]
  rw [hf]
  constructor
  · intro h
    have hd := (van_hove_M1 hZ (-E)).2 (by linarith)
    exact ((hasDerivAt_reflect hd).const_sub V).congr_deriv (by ring)
  · intro h1 h2
    have hd := (van_hove_M1 hZ (-E)).1 (by linarith) (by linarith)
    rw [neg_neg] at hd
    exact ((hasDerivAt_reflect hd).const_sub V).congr_deriv (by ring)
```

Likewise $N_3(E)=V-N_0(-E)$, so $N_3'(E)=N_0'(-E)$: this is $2\pi\sqrt{-E}$ below the maximum and zero above it. If the maximum is only a local one, this is its own contribution, and other parts of the band may add states above it.

```lean
/-- Density of states at a maximum: `2π√(-E)` below the edge, zero above it. -/
theorem van_hove_M3 (V E : ℝ) :
    (E < 0 → HasDerivAt (countM3 V) (2 * π * √(-E)) E) ∧
    (0 < E → HasDerivAt (countM3 V) 0 E) := by
  have hf : countM3 V = fun x => V - countM0 (-x) := by
    funext x
    have h : ∀ z : ℝ, {w : ℂ | x ≤ -‖w‖ ^ 2 - z ^ 2} = {w : ℂ | ‖w‖ ^ 2 + z ^ 2 ≤ -x} := by
      intro z
      ext w
      simp only [Set.mem_ofPred_eq]
      constructor <;> intro h <;> linarith
    simp only [countM3, countM0, h]
  rw [hf]
  constructor
  · intro h
    have hd := (van_hove_M0 (-E)).2 (by linarith)
    exact ((hasDerivAt_reflect hd).const_sub V).congr_deriv (by ring)
  · intro h
    have hd := (van_hove_M0 (-E)).1 (by linarith)
    exact ((hasDerivAt_reflect hd).const_sub V).congr_deriv (by ring)

end

end VanHove
```

```lean
#print axioms VanHove.van_hove_M2
#print axioms VanHove.van_hove_M3
```

```
'VanHove.van_hove_M2' depends on axioms: [propext, Classical.choice, Quot.sound]
'VanHove.van_hove_M3' depends on axioms: [propext, Classical.choice, Quot.sound]
```
